# Uncompensated Uniform Friction Leaves Every Harmonic Langevin Mode at the Same Lowered Temperature

Suppose that the forces in a molecular dynamics run carry a weak drag that the thermostat does not know about, as can happen when the electronic structure is not fully converged at each step. The noise is matched to the thermostat's own friction, so the system settles below the target temperature. The average kinetic energy shows a deficit, but not where the deficit sits: soft modes might be much colder than stiff ones, or the positions colder than the velocities. If the forces are harmonic, and the thermostat friction and the drag each damp every velocity component at the same rate, neither happens.

## One temperature for all modes

Use mass-weighted coordinates x, velocities v and units with k_B = 1. Let K be the symmetric positive definite stiffness matrix, a the thermostat friction, d the extra friction, g = a + d > 0 the total, and T the target temperature. With W a vector of independent Wiener processes, the dynamics is

dx = v dt
dv = −Kx dt − g v dt + √(2aT) dW

The noise balances a alone. Write X = ⟨xxᵀ⟩, Y = ⟨xvᵀ⟩, Z = ⟨vvᵀ⟩, and I for the identity matrix. Setting the time derivatives of these moments to zero gives

Y + Yᵀ = 0
Z = XK + gY
KY + YᵀK + 2gZ = 2aT I

The claim is that, with X and Z symmetric, the only solution is

Y = 0, Z = t I, X = t K⁻¹, where t = aT/(a + d).

It is a solution: XK = t I = Z, and 2gt = 2aT. For uniqueness, subtract two solutions. The noise term cancels, so the differences, again called X, Y, Z, satisfy the equations with T = 0. The first equation gives Yᵀ = −Y. Transposing the second gives Z = KX − gY, and comparison with its original form gives

XK − KX = −2gY.

Multiply the third equation by X from the left and take the trace:

tr(XKY) − tr(XYK) + 2g tr(XZ) = 0.

By cyclicity the first two terms are

tr((XK − KX)Y) = −2g tr(YY) = 2g tr(YᵀY).

In the last term,

tr(XZ) = tr(XXK) + g tr(XY).

Here tr(XY) = 0, because transposition turns it into −tr(YX) = −tr(XY), and tr(XXK) = tr(XᵀKX) because X is symmetric. Altogether,

2g [tr(YᵀY) + tr(XᵀKX)] = 0.

The first trace is the sum of the squared entries of Y. The second is the sum of xᵢᵀKxᵢ over the columns xᵢ of X. Neither is negative, so both vanish, and then Y = 0, X = 0 and Z = XK + gY = 0.

For a normal mode with Ku = ku and |u| = 1, the solution gives

⟨(u·v)²⟩ = k⟨(u·x)²⟩ = t.

Since T − t = dT/(a + d), the modes are colder than T when a, T and d are positive. Solving t(a + d) = aT for the friction gives d = a(T − t)/t when t ≠ 0.

## Two coupled oscillators, and one without friction

Take a = 3, d = 1, T = 4 and K with rows (2, 1) and (1, 2). Then t = 3·4/4 = 3, and X = 3K⁻¹ has rows (2, −1) and (−1, 2). Indeed XK = 3I, and 2gZ = 8·3 I = 24 I = 2aT I. The normalised modes (1, 1)/√2 and (1, −1)/√2 have stiffness 3 and 1 and position variance 1 and 3, so stiffness times variance is 3 for both. The friction comes back as 3(4 − 3)/3 = 1.

Now set a = d = 0 for a single oscillator of stiffness k > 0. The equations reduce to Y = 0 and Z = kX, which every value of X satisfies: an isolated oscillator keeps whatever energy it has. So uniqueness can fail when a + d = 0. The argument above uses only a + d ≠ 0; the stronger condition a + d > 0 is the physical one, under which the motion is damped.

## The moment equations in Lean

```lean
import Mathlib

open Matrix

namespace UncompensatedFriction

noncomputable section

variable {n : Type*} [Fintype n] [DecidableEq n]
variable {K X Y Z X' Y' Z' : Matrix n n ℝ} {a d T : ℝ}
```

The finite type `n` labels the coordinates, and all matrices are real.

```lean
/-- Stationary moment equations of unit-mass Langevin dynamics with stiffness `K`, friction `a + d`
and noise strength `2 a T`; `X`, `Y`, `Z` are the position-position, position-velocity and
velocity-velocity moments. -/
structure IsStationary (K : Matrix n n ℝ) (a d T : ℝ) (X Y Z : Matrix n n ℝ) : Prop where
  symm_X : Xᵀ = X
  symm_Z : Zᵀ = Z
  position : Y + Yᵀ = 0
  cross : Z = X * K + (a + d) • Y
  velocity : K * Y + Yᵀ * K + (2 * (a + d)) • Z = (2 * a * T) • (1 : Matrix n n ℝ)
```

`IsStationary` collects the three moment equations and the symmetry of `X` and `Z`. Rows of `Y` belong to positions and columns to velocities. The stochastic process itself is not formalised: the starting point is the set of equations derived above, and convergence towards the stationary state is not addressed. Nor does the structure require the moments to form a positive semidefinite covariance, so uniqueness holds among all symmetric candidates. Anharmonic forces and a friction that varies between directions lie beyond this model.

```lean
/-- The temperature `a T / (a + d)`, meaningful for `a + d ≠ 0`; Lean's division gives `0`
otherwise. -/
def temperature (a d T : ℝ) : ℝ := a * T / (a + d)
```

This is t. The main theorem assumes a positive denominator.

```lean
/-- Drift matrix of the phase-space vector `(x, v)` for stiffness `K` and total friction `g`. -/
def drift (K : Matrix n n ℝ) (g : ℝ) : Matrix (n ⊕ n) (n ⊕ n) ℝ :=
  fromBlocks 0 1 (-K) (-(g • (1 : Matrix n n ℝ)))

/-- Noise matrix of strength `s`, acting on the velocities only. -/
def noise (n : Type*) [DecidableEq n] (s : ℝ) : Matrix (n ⊕ n) (n ⊕ n) ℝ :=
  fromBlocks 0 0 0 (s • (1 : Matrix n n ℝ))
```

These matrices describe the same dynamics for the combined vector (x, v). Friction and noise act only on the velocities.

## Agreement with the Lyapunov equation

```lean
/-- For symmetric stiffness, the moment equations are the stationary Lyapunov equation for the
phase-space covariance matrix with symmetric diagonal blocks. -/
theorem isStationary_iff_lyapunov (hK : Kᵀ = K) :
    IsStationary K a d T X Y Z ↔ Xᵀ = X ∧ Zᵀ = Z ∧
      drift K (a + d) * fromBlocks X Y Yᵀ Z + fromBlocks X Y Yᵀ Z * (drift K (a + d))ᵀ
        + noise n (2 * a * T) = 0 := by
  -- multiply out the four blocks
  have e : drift K (a + d) * fromBlocks X Y Yᵀ Z + fromBlocks X Y Yᵀ Z * (drift K (a + d))ᵀ
        + noise n (2 * a * T) =
      fromBlocks (Y + Yᵀ) (Z - (X * K + (a + d) • Y)) (Z - (K * X + (a + d) • Yᵀ))
        ((2 * a * T) • (1 : Matrix n n ℝ) - (K * Y + Yᵀ * K + (2 * (a + d)) • Z)) := by
    simp only [drift, noise, fromBlocks_transpose, fromBlocks_multiply, fromBlocks_add,
      transpose_neg, transpose_smul, transpose_one, transpose_zero, hK, Matrix.zero_mul,
      Matrix.mul_zero, Matrix.one_mul, Matrix.mul_one, Matrix.neg_mul, Matrix.mul_neg,
      Matrix.smul_mul, Matrix.mul_smul]
    rw [fromBlocks_inj]
    refine ⟨?_, ?_, ?_, ?_⟩ <;> module
  have z : (0 : Matrix (n ⊕ n) (n ⊕ n) ℝ) = fromBlocks 0 0 0 0 := fromBlocks_zero.symm
  rw [e, z, fromBlocks_inj]
  constructor
  · intro h
    have ht := congrArg transpose h.cross
    rw [h.symm_Z, transpose_add, transpose_mul, transpose_smul, hK, h.symm_X] at ht
    exact ⟨h.symm_X, h.symm_Z, h.position, sub_eq_zero.mpr h.cross, sub_eq_zero.mpr ht,
      sub_eq_zero.mpr h.velocity.symm⟩
  · rintro ⟨hX, hZ, h1, h2, -, h4⟩
    exact ⟨hX, hZ, h1, sub_eq_zero.mp h2, (sub_eq_zero.mp h4).symm⟩
```

Let C be the phase-space covariance with blocks X, Y, Yᵀ, Z, let A be the drift and B the noise matrix. For symmetric K, the moment equations are equivalent to AC + CAᵀ + B = 0 together with the symmetry of X and Z. This ties the structure to the standard stationary equation for linear stochastic dynamics.

The identity `e` multiplies out the four blocks, each of which is the residual of one moment equation. The lower-left block is the transpose of the cross equation. It is derived in the forward direction and discarded as redundant in the other.

## Removing the noise and taking the trace

```lean
/-- The difference of two stationary solutions with the same stiffness, frictions and temperature
solves the moment equations without noise. -/
theorem IsStationary.sub (h : IsStationary K a d T X Y Z) (h' : IsStationary K a d T X' Y' Z') :
    IsStationary K a d 0 (X - X') (Y - Y') (Z - Z') where
  symm_X := by rw [transpose_sub, h.symm_X, h'.symm_X]
  symm_Z := by rw [transpose_sub, h.symm_Z, h'.symm_Z]
  position := by
    rw [transpose_sub]
    linear_combination (norm := module) h.position - h'.position
  cross := by
    rw [Matrix.sub_mul]
    linear_combination (norm := module) h.cross - h'.cross
  velocity := by
    rw [transpose_sub, Matrix.mul_sub, Matrix.sub_mul]
    linear_combination (norm := module) h.velocity - h'.velocity
```

This is the subtraction step. Each field of the new structure is the difference of the corresponding fields, and the temperature argument becomes `0`.

```lean
/-- For symmetric stiffness and a solution of the moment equations without noise, the total friction
times the sum of `tr (Yᵀ Y)` and `tr (Xᵀ K X)` vanishes. -/
theorem noiseless_balance (hK : Kᵀ = K) (h : IsStationary K a d 0 X Y Z) :
    (a + d) * (Matrix.trace (Yᵀ * Y) + Matrix.trace (Xᵀ * (K * X))) = 0 := by
  have hY : Yᵀ = -Y := eq_neg_of_add_eq_zero_right h.position
  -- symmetry of Z ties Y to the commutator of X and K
  have ht := congrArg transpose h.cross
  rw [h.symm_Z, transpose_add, transpose_mul, transpose_smul, hK, h.symm_X, hY] at ht
  have hc : X * K = K * X - (2 * (a + d)) • Y := by
    linear_combination (norm := module) ht - h.cross
  -- the velocity equation, multiplied by X and traced
  have t1 : Matrix.trace (X * (K * Y)) - Matrix.trace (X * (Y * K))
      + 2 * (a + d) * Matrix.trace (X * Z) = 0 := by
    have hv := congrArg (fun M => Matrix.trace (X * M)) h.velocity
    simp only [hY, Matrix.mul_add, Matrix.neg_mul, Matrix.mul_neg, Matrix.mul_smul, trace_add,
      trace_neg, trace_smul, smul_eq_mul, mul_zero, zero_mul] at hv
    linear_combination hv
  have t2 : Matrix.trace (X * Z)
      = Matrix.trace (X * (X * K)) + (a + d) * Matrix.trace (X * Y) := by
    rw [h.cross, Matrix.mul_add, Matrix.mul_smul, trace_add, trace_smul, smul_eq_mul]
  have t3 : Matrix.trace (X * Y) = 0 := by
    have hs := Matrix.trace_transpose (X * Y)
    rw [transpose_mul, hY, h.symm_X, Matrix.neg_mul, trace_neg, Matrix.trace_mul_comm Y X] at hs
    linarith
  have t4 : Matrix.trace (X * (K * Y)) - Matrix.trace (X * (Y * K))
      = -(2 * (a + d)) * Matrix.trace (Y * Y) := by
    rw [← Matrix.mul_assoc X K Y, hc, Matrix.sub_mul, Matrix.smul_mul, trace_sub, trace_smul,
      smul_eq_mul, ← Matrix.mul_assoc X Y K, Matrix.trace_mul_comm (X * Y) K,
      ← Matrix.mul_assoc K X Y]
    ring
  have t5 : Matrix.trace (X * (X * K)) = Matrix.trace (X * (K * X)) := by
    rw [Matrix.trace_mul_comm X (X * K), Matrix.mul_assoc]
  rw [hY, h.symm_X, Matrix.neg_mul, trace_neg]
  linear_combination (1 / 2) * t1 - (1 / 2) * t4 - (a + d) * t2 - (a + d) ^ 2 * t3 - (a + d) * t5
```

This is the trace identity, divided by two. `hc` is the commutator relation, and `t1` is the velocity equation multiplied by X and traced. `t2` expands tr(XZ), `t3` gives tr(XY) = 0, `t4` evaluates the commutator term, and `t5` uses cyclicity. The final `linear_combination` adds them up. Only the symmetry of K is used so far.

```lean
omit [DecidableEq n] in
/-- For positive definite `K`, the trace of `Xᵀ K X` is nonnegative and vanishes only for
`X = 0`. -/
theorem trace_stiffness (hK : K.PosDef) (X : Matrix n n ℝ) :
    0 ≤ Matrix.trace (Xᵀ * (K * X)) ∧ (Matrix.trace (Xᵀ * (K * X)) = 0 → X = 0) := by
  have e : ∀ i, (Xᵀ * (K * X)) i i
      = star (fun k => X k i) ⬝ᵥ (K *ᵥ (fun k => X k i)) := by
    intro i
    simp [Matrix.mul_apply, dotProduct, Matrix.mulVec]
  have nn : ∀ i, 0 ≤ (Xᵀ * (K * X)) i i := by
    intro i
    rw [e]
    exact hK.posSemidef.dotProduct_mulVec_nonneg _
  refine ⟨Finset.sum_nonneg fun i _ => nn i, fun h => ?_⟩
  have hs : ∑ i, (Xᵀ * (K * X)) i i = 0 := h
  have h0 := (Finset.sum_eq_zero_iff_of_nonneg (fun i _ => nn i)).mp hs
  ext k i
  by_contra hne
  have hc : (fun k => X k i) ≠ 0 := fun hz => hne (congrFun hz k)
  have hp := hK.dotProduct_mulVec_pos hc
  rw [← e, h0 i (Finset.mem_univ i)] at hp
  exact lt_irrefl _ hp
```

Positivity enters here. The identity `e` writes the i-th diagonal entry of XᵀKX as the quadratic form of K on the i-th column of X. A vanishing sum of nonnegative terms makes every term zero, and a nonzero column would contradict positive definiteness.

## Existence and uniqueness in one equivalence

```lean
/-- For positive definite stiffness and positive total friction, the moment equations hold exactly
for `Y = 0`, `Z = t 1` and `X = t K⁻¹`, with `t = a T / (a + d)`. -/
theorem isStationary_iff (hK : K.PosDef) (hg : 0 < a + d) :
    IsStationary K a d T X Y Z ↔
      Y = 0 ∧ Z = temperature a d T • (1 : Matrix n n ℝ) ∧ X = temperature a d T • K⁻¹ := by
  have hKs : Kᵀ = K := by
    ext i j
    simpa using hK.isHermitian.apply i j
  have hdet : IsUnit K.det := hK.det_pos.ne'.isUnit
  -- the thermal state solves the equations
  have hsol : IsStationary K a d T (temperature a d T • K⁻¹) 0
      (temperature a d T • (1 : Matrix n n ℝ)) := by
    refine ⟨?_, ?_, ?_, ?_, ?_⟩
    · rw [transpose_smul, transpose_nonsing_inv, hKs]
    · rw [transpose_smul, transpose_one]
    · rw [transpose_zero, add_zero]
    · rw [Matrix.smul_mul, nonsing_inv_mul K hdet, smul_zero, add_zero]
    · have ht : temperature a d T * (a + d) = a * T := div_mul_cancel₀ _ hg.ne'
      rw [Matrix.mul_zero, transpose_zero, Matrix.zero_mul, zero_add, zero_add, smul_smul]
      congr 1
      linear_combination 2 * ht
  constructor
  · intro h
    -- any other solution differs from it by a noiseless one, which vanishes
    have h0 := h.sub hsol
    have hb := (mul_eq_zero.mp (noiseless_balance hKs h0)).resolve_left hg.ne'
    have hx := trace_stiffness hK (X - temperature a d T • K⁻¹)
    have hy := trace_stiffness (Matrix.PosDef.one : (1 : Matrix n n ℝ).PosDef) (Y - 0)
    rw [Matrix.one_mul] at hy
    have hX := hx.2 (by linarith [hx.1, hy.1])
    have hY := hy.2 (by linarith [hx.1, hy.1])
    have hZ := h0.cross
    rw [hX, hY, Matrix.zero_mul, smul_zero, add_zero] at hZ
    exact ⟨by simpa only [sub_zero] using hY, sub_eq_zero.mp hZ, sub_eq_zero.mp hX⟩
  · rintro ⟨rfl, rfl, rfl⟩
    exact hsol
```

Read from right to left, the equivalence says that the thermal state solves the equations; from left to right, that nothing else does. The signs of a, d and T are left free as long as a + d > 0, so the case a, T > 0 and d ≥ 0 is included. Positive definiteness of K excludes free translations: for a, T > 0 their position variance grows without limit, and no stationary X exists.

`hsol` is the direct check. For uniqueness, `h.sub hsol` forms the noiseless difference, and `noiseless_balance` with nonzero total friction makes the sum of the two traces vanish. `trace_stiffness` is applied twice, once with K for the position difference and once with the identity matrix for Y. The cross equation then removes the difference in Z. K is never diagonalised.

## Mode temperatures and the hidden friction

```lean
/-- For stationary moments, positive definite stiffness and positive total friction, along every
normal mode `u` with `K u = k u` both the velocity moment and `k` times the position moment equal
`a T / (a + d)` times `u ⬝ u`. -/
theorem mode_equipartition (hK : K.PosDef) (hg : 0 < a + d) (h : IsStationary K a d T X Y Z)
    {u : n → ℝ} {k : ℝ} (hu : K *ᵥ u = k • u) :
    u ⬝ᵥ (Z *ᵥ u) = temperature a d T * (u ⬝ᵥ u) ∧
      k * (u ⬝ᵥ (X *ᵥ u)) = temperature a d T * (u ⬝ᵥ u) := by
  obtain ⟨hY, hZ, -⟩ := (isStationary_iff hK hg).mp h
  have hXK := h.cross
  rw [hY, hZ, smul_zero, add_zero] at hXK
  constructor
  · rw [hZ, smul_mulVec, one_mulVec, dotProduct_smul, smul_eq_mul]
  · have hv : X *ᵥ (K *ᵥ u) = temperature a d T • u := by
      rw [mulVec_mulVec, ← hXK, smul_mulVec, one_mulVec]
    rw [hu, mulVec_smul] at hv
    have hd := congrArg (fun w => u ⬝ᵥ w) hv
    simpa only [dotProduct_smul, smul_eq_mul] using hd
```

The vector `u` need not be normalised, which is why `u ⬝ᵥ u` appears on the right; for a unit vector both moments equal t. The kinetic part follows from Z = t I, and the potential part from applying XK = t I to u.

```lean
/-- For `a, T > 0` and `d ≥ 0` the temperature `a T / (a + d)` is at most `T`, with equality
exactly when `d = 0`. -/
theorem temperature_le (ha : 0 < a) (hT : 0 < T) (hd : 0 ≤ d) :
    temperature a d T ≤ T ∧ (temperature a d T = T ↔ d = 0) := by
  have hg : 0 < a + d := by linarith
  unfold temperature
  rw [div_le_iff₀ hg, div_eq_iff hg.ne']
  refine ⟨by nlinarith [mul_nonneg hT.le hd], fun h => ?_, fun h => by rw [h]; ring⟩
  have h0 : T * d = 0 := by linear_combination -h
  exact (mul_eq_zero.mp h0).resolve_left hT.ne'
```

With a, T > 0 and d ≥ 0, the stationary temperature never exceeds the target and reaches it exactly when the extra friction is absent. After clearing the denominator, the equality case reduces to Td = 0.

```lean
/-- For positive definite stiffness, positive total friction and at least one coordinate, a nonzero
kinetic temperature `τ` of a stationary solution, given by `tr Z = N τ` for `N` coordinates, fixes
`d = a (T - τ) / τ`. -/
theorem friction_from_kinetic_temperature [Nonempty n] (hK : K.PosDef) (hg : 0 < a + d)
    (h : IsStationary K a d T X Y Z) {τ : ℝ} (hτ : τ ≠ 0)
    (hZτ : Matrix.trace Z = (Fintype.card n : ℝ) * τ) : d = a * (T - τ) / τ := by
  obtain ⟨-, hZ, -⟩ := (isStationary_iff hK hg).mp h
  rw [hZ, trace_smul, trace_one, smul_eq_mul] at hZτ
  have hn : (Fintype.card n : ℝ) ≠ 0 := Nat.cast_ne_zero.mpr Fintype.card_ne_zero
  have ht : τ = temperature a d T := mul_left_cancel₀ hn (by linarith)
  have hm : τ * (a + d) = a * T := by
    rw [ht]
    exact div_mul_cancel₀ _ hg.ne'
  rw [eq_div_iff hτ]
  linear_combination hm

end

end UncompensatedFriction
```

The kinetic temperature τ is defined by tr Z = Nτ, where N is the number of coordinates, hence the requirement of at least one. The main theorem gives τ = t, and rearranging τ(a + d) = aT yields d. The condition τ ≠ 0 excludes cases such as a = 0, where the velocities come to rest whatever the value of d > 0.

In a simulation that has reached its stationary state, the formula can turn an observed kinetic temperature into an estimate of the hidden drag, provided that the error in the forces is well described by a drag with a single damping rate, without additional noise, and that time-step and sampling errors are small. The proof here covers harmonic forces, but the formula is not limited to them: since 2aT = 2(a + d)t, the dynamics is an ordinary Langevin equation at temperature t, and its Boltzmann distribution is stationary for forces derived from an anharmonic confining potential as well.

```lean
#print axioms UncompensatedFriction.isStationary_iff_lyapunov
-- 'UncompensatedFriction.isStationary_iff_lyapunov' depends on axioms: [propext, Classical.choice, Quot.sound]
#print axioms UncompensatedFriction.mode_equipartition
-- 'UncompensatedFriction.mode_equipartition' depends on axioms: [propext, Classical.choice, Quot.sound]
#print axioms UncompensatedFriction.temperature_le
-- 'UncompensatedFriction.temperature_le' depends on axioms: [propext, Classical.choice, Quot.sound]
#print axioms UncompensatedFriction.friction_from_kinetic_temperature
-- 'UncompensatedFriction.friction_from_kinetic_temperature' depends on axioms: [propext, Classical.choice, Quot.sound]
```
